# When inversion exchanges the two sides of a cut, the occupied states of one parity outnumber those of the other by at most the number of mid-gap modes

In a finite, non-interacting model, a matrix `P` projects onto the occupied one-particle states, `Q` selects one side of a cut, and an inversion `I` with `I * I = 1` commutes with `P` and turns `Q` into `1 - Q`. The theorem `sector_le` says that the dimension of the space of occupied states with `I v = s v` is at most that of the space with `I v = -s v` plus the dimension of the eigenspace of `P * Q * P` at eigenvalue 1/2, the mid-gap modes. Of `P` only idempotence is assumed, and neither `P` nor `Q` need be Hermitian. The proof takes `D = 2PQP - P`, which maps the parity-`s` occupied states into those of parity `-s`, shows that the states it annihilates are mid-gap modes, and counts dimensions by rank and nullity.

The failing Lean file:

```lean
import Mathlib

open Matrix

namespace SectorLe

noncomputable section

variable {n : Type*} [Fintype n] [DecidableEq n]

/-- The cut matrix `P Q P`: the region projector `Q` seen by the occupied states `P`. -/
def cutMatrix (P Q : Matrix n n ℂ) : Matrix n n ℂ := P * Q * P

/-- The mid-gap modes: the eigenspace of the cut matrix at eigenvalue `1/2`. -/
def midGapSpace (P Q : Matrix n n ℂ) : Submodule ℂ (n → ℂ) :=
  Module.End.eigenspace (cutMatrix P Q).mulVecLin (1 / 2)

/-- The occupied states (`P v = v`) of parity `s` (`I v = s v`). -/
def paritySector (P I : Matrix n n ℂ) (s : ℂ) : Submodule ℂ (n → ℂ) where
  carrier := {v | P *ᵥ v = v ∧ I *ᵥ v = s • v}
  add_mem' := by
    rintro v w ⟨h1, h2⟩ ⟨h3, h4⟩
    exact ⟨by rw [mulVec_add, h1, h3], by rw [mulVec_add, h2, h4, smul_add]⟩
  zero_mem' := ⟨mulVec_zero P, by rw [mulVec_zero, smul_zero]⟩
  smul_mem' := by
    rintro c v ⟨h1, h2⟩
    exact ⟨by rw [mulVec_smul, h1], by rw [mulVec_smul, h2, smul_comm]⟩

variable {P Q I : Matrix n n ℂ}

/-- If `P` is idempotent and commutes with `I`, and `I Q I = 1 - Q`, then inversion sends the
cut matrix `C` to `P - C`. -/
theorem inversion_cut (hP : P * P = P) (hIP : I * P = P * I) (hIQ : I * Q * I = 1 - Q) :
    I * cutMatrix P Q * I = P - cutMatrix P Q := by
  unfold cutMatrix
  calc I * (P * Q * P) * I = (I * P) * Q * (P * I) := by simp only [mul_assoc]
    _ = (P * I) * Q * (I * P) := by rw [hIP]
    _ = P * (I * Q * I) * P := by simp only [mul_assoc]
    _ = P - P * Q * P := by rw [hIQ, mul_sub, sub_mul, mul_one, hP]

/-- Let `P` be idempotent and let the involution `I` commute with `P` and send `Q` to `1 - Q`.
Then the occupied states of parity `s` are at most as many as those of parity `-s` together
with the mid-gap modes. -/
theorem sector_le (hP : P * P = P) (hI : I * I = 1) (hIP : I * P = P * I)
    (hIQ : I * Q * I = 1 - Q) (s : ℂ) :
    Module.finrank ℂ (paritySector P I s) ≤
      Module.finrank ℂ (paritySector P I (-s)) + Module.finrank ℂ (midGapSpace P Q) := by
  obtain ⟨D, hD⟩ : ∃ D, D = (2 : ℂ) • cutMatrix P Q - P := ⟨_, rfl⟩
  have hPC : P * cutMatrix P Q = cutMatrix P Q := by
    unfold cutMatrix
    rw [← mul_assoc, ← mul_assoc, hP]
  have hIC : I * cutMatrix P Q = (P - cutMatrix P Q) * I := by
    rw [← inversion_cut hP hIP hIQ, mul_assoc (I * cutMatrix P Q), hI, mul_one]
  have hPD : P * D = D := by rw [hD, mul_sub, Matrix.mul_smul, hPC, hP]
  have hID : I * D = -(D * I) := by
    simp only [hD, mul_sub, Matrix.mul_smul, hIC, hIP, sub_mul, Matrix.smul_mul]
    module
  -- `D` flips parity
  have hmap : ∀ v ∈ paritySector P I s, D.mulVecLin v ∈ paritySector P I (-s) := by
    intro v hv
    obtain ⟨_, h2⟩ := hv
    rw [Matrix.mulVecLin_apply]
    exact ⟨by rw [mulVec_mulVec, hPD], by
      rw [mulVec_mulVec, hID, neg_mulVec, ← mulVec_mulVec, h2, mulVec_smul, neg_smul]⟩
  let f := D.mulVecLin.restrict hmap
  -- the states it annihilates are mid-gap modes
  have hker : ∀ x : LinearMap.ker f,
      ((paritySector P I s).subtype ∘ₗ (LinearMap.ker f).subtype) x ∈ midGapSpace P Q := by
    intro x
    have h0 : D *ᵥ x.1.1 = 0 := congrArg Subtype.val (LinearMap.mem_ker.mp x.2)
    obtain ⟨h1, _⟩ := x.1.2
    rw [hD, sub_mulVec, smul_mulVec, h1] at h0
    refine Module.End.mem_eigenspace_iff.mpr ?_
    change cutMatrix P Q *ᵥ x.1.1 = (1 / 2 : ℂ) • x.1.1
    linear_combination (norm := module) (1 / 2 : ℂ) • h0
  have h1 := LinearMap.finrank_le_finrank_of_injective
    (f := LinearMap.codRestrict (midGapSpace P Q) _ hker)
    (fun x y h => Subtype.ext (Subtype.ext (congrArg Subtype.val h)))
  have h2 := LinearMap.finrank_range_add_finrank_ker f
  have h3 := Submodule.finrank_le (LinearMap.range f)
  omega

end

end SectorLe
```

The compiler's answer:

```
Main.lean:78:65: error: Application type mismatch: The argument
  h
has type
  (LinearMap.codRestrict (midGapSpace P Q) ((paritySector P I s).subtype ∘ₗ f.ker.subtype) hker) x =
    (LinearMap.codRestrict (midGapSpace P Q) ((paritySector P I s).subtype ∘ₗ f.ker.subtype) hker) y
but is expected to have type
  ↑x = ↑y
in the application
  congrArg Subtype.val h
```

Diagnosis. The error lies in the proof that the map from the kernel of `f` to the mid-gap space is injective. There `h` says that the images of `x` and `y` are equal as elements of `midGapSpace P Q`. The two uses of `Subtype.ext` leave the goal `x.1.1 = y.1.1`, an equality of plain vectors.

Lean matched `congrArg Subtype.val h` against this goal before it used the type of `h`. It took the outermost `Subtype.val` on each side as the function to be applied, and so required `h` to prove `↑x = ↑y`, an equality in the parity sector. But `h` is an equality in another subtype, hence the mismatch.

The repair states `h'` first, with no expected type, so that `Subtype.val` is read from `h` as the inclusion of the mid-gap space. `h'` then equates the underlying vectors of the two images. These are `x.1.1` and `y.1.1` by definition, since the map only includes and restricts, and `exact` accepts `h'` by unfolding it.

The change, after which it compiles:

```diff
@@ -76,5 +76,7 @@
   have h1 := LinearMap.finrank_le_finrank_of_injective
     (f := LinearMap.codRestrict (midGapSpace P Q) _ hker)
-    (fun x y h => Subtype.ext (Subtype.ext (congrArg Subtype.val h)))
+    (fun x y h => by
+      have h' := congrArg Subtype.val h
+      exact Subtype.ext (Subtype.ext h'))
   have h2 := LinearMap.finrank_range_add_finrank_ker f
   have h3 := Submodule.finrank_le (LinearMap.range f)
```
